# The relative error of the asymptotic Boys formula increases strictly with the order at fixed x > 0

For an order $n = 0, 1, 2, \dots$ and a real argument $x > 0$, let

$$F_n(x) = \int_0^1 t^{2n} e^{-x t^2}\,dt, \qquad A_n(x) = \frac{(2n-1)!!}{2^{n+1}} \sqrt{\frac{\pi}{x^{2n+1}}},$$

with $(-1)!! = 1$. The relative error $r_n = (A_n - F_n)/A_n$ of the asymptotic formula satisfies

$$r_{n+1} - r_n = \frac{e^{-x}}{(2n+1)\,A_n} > 0 .$$

So $r_n$ is strictly increasing in $n$. It stays below 1 and tends to 1 as $n \to \infty$. For every tolerance $\varepsilon < 1$ there is an order $N$, depending on $x$ and $\varepsilon$, such that $r_n \le \varepsilon$ holds exactly for $n < N$.

## The highest order decides whether the formula is accurate enough

Coulomb integrals over Gaussian basis functions need $F_0, \dots, F_m$ at a common argument $x$, where $m$ grows with the angular momenta involved. For large $x$ a code can replace $F_n$ by $A_n$, which needs no table and no series. Since $A_n$ is the same integral taken over $[0, \infty)$, it exceeds $F_n$, and $r_n$ is the size of the error relative to $A_n$. Relative to the exact value $F_n$ the error is $r_n/(1-r_n)$, which also increases with $n$ but grows without bound.

For an electronic-structure code that uses $A_n$ at every order, monotonicity at fixed $x > 0$ means that one test is enough, as far as the error of the formula itself is concerned and rounding is left aside: if $r_m \le \varepsilon$, all lower orders meet the tolerance too. A test at order zero gives no such assurance for the higher orders.

The same applies to a code that starts from $A_0$ and recurs upward without the exponential term, because that recursion reproduces $A_n$.

## Two recursions that differ by a boundary term

Going from $n$ to $n+1$ in the closed formula multiplies the double factorial by $2n+1$, the power of two by 2, and the square root by $1/x$. Hence

$$2x\,A_{n+1} = (2n+1)\,A_n .$$

For the Boys function, start from the derivative

$$\frac{d}{dt}\left[t^{2n+1} e^{-x t^2}\right] = (2n+1)\,t^{2n} e^{-x t^2} - 2x\,t^{2n+2} e^{-x t^2}$$

and integrate over $[0,1]$. The bracket vanishes at $t = 0$ and equals $e^{-x}$ at $t = 1$, so

$$2x\,F_{n+1} = (2n+1)\,F_n - e^{-x} .$$

Dividing the second recursion by the first gives

$$\frac{F_{n+1}}{A_{n+1}} = \frac{F_n}{A_n} - \frac{e^{-x}}{(2n+1)\,A_n} .$$

Since $r_n = 1 - F_n/A_n$, this is the stated increment. It is positive because $A_n > 0$. Adding up the increments gives

$$r_n = r_0 + \sum_{k=0}^{n-1} \frac{e^{-x}}{(2k+1)\,A_k} .$$

## The limit and the cutoff order

The integrand of $F_n$ is positive on $(0,1)$, so $F_n > 0$ and $r_n < 1$. An increasing sequence that is bounded above converges, and therefore its increments $d_n = r_{n+1} - r_n$ tend to zero. By the recursion for $A_n$,

$$d_n = \frac{e^{-x}}{2x\,A_{n+1}}, \qquad\text{so}\qquad \frac{1}{A_{n+1}} = 2x\,e^{x} d_n .$$

The integrand is also at most 1 on $[0,1]$, which gives $F_{n+1} \le 1$. Together,

$$1 - 2x\,e^{x} d_n \;\le\; 1 - \frac{F_{n+1}}{A_{n+1}} = r_{n+1} < 1 ,$$

and the left side tends to 1. So $r_n \to 1$.

Given $\varepsilon < 1$, some order therefore has $r_n > \varepsilon$. Let $N$ be the first such order. Below $N$ the tolerance is met by the choice of $N$; from $N$ on it is exceeded by monotonicity. If order zero already fails, $N = 0$.

## The step from order zero to order one

At $n = 0$ the formula is $A_0 = \tfrac12\sqrt{\pi/x}$, and the error is the complementary error function, $r_0 = \operatorname{erfc}(\sqrt{x})$. The increment then gives

$$r_1 = \operatorname{erfc}(\sqrt{x}) + 2\sqrt{\frac{x}{\pi}}\;e^{-x} .$$

For large $x$, $\operatorname{erfc}(\sqrt{x})$ behaves like $e^{-x}/\sqrt{\pi x}$, so this single step multiplies the relative error by roughly $2x$.

## The Lean file

```lean
import Mathlib

open Filter Topology

namespace BoysAsymptoticError

noncomputable section

/-- The Boys function `F_n(x)`, the integral of `t^(2n) exp(-x t^2)` over `[0, 1]`. -/
def boys (n : ℕ) (x : ℝ) : ℝ :=
  ∫ t in (0 : ℝ)..1, t ^ (2 * n) * Real.exp (-x * t ^ 2)

/-- The asymptotic Boys formula `A_n(x) = (2n-1)!!/2^(n+1) sqrt(pi/x^(2n+1))` for `x > 0`,
with `(2n-1)!!` written as the product of the first `n` odd numbers. -/
def asymptote (n : ℕ) (x : ℝ) : ℝ :=
  (∏ k ∈ Finset.range n, (2 * (k : ℝ) + 1)) / 2 ^ (n + 1) *
    Real.sqrt (Real.pi / x ^ (2 * n + 1))

/-- The relative error `(A_n - F_n)/A_n` of the asymptotic formula, for `x > 0`. -/
def relError (n : ℕ) (x : ℝ) : ℝ :=
  (asymptote n x - boys n x) / asymptote n x

/-- The asymptotic formula is positive for `x > 0`. -/
theorem asymptote_pos {x : ℝ} (hx : 0 < x) (n : ℕ) : 0 < asymptote n x := by
  have hP : 0 < ∏ k ∈ Finset.range n, (2 * (k : ℝ) + 1) :=
    Finset.prod_pos (fun k _ => by positivity)
  unfold asymptote
  positivity

/-- For `x > 0` the asymptotic formula obeys the upward recursion
`2x A_(n+1) = (2n+1) A_n`, which has no exponential term. -/
theorem asymptote_succ {x : ℝ} (hx : 0 < x) (n : ℕ) :
    2 * x * asymptote (n + 1) x = (2 * (n : ℝ) + 1) * asymptote n x := by
  have h1 : Real.pi / x ^ (2 * (n + 1) + 1) = Real.pi / x ^ (2 * n + 1) / x ^ 2 := by
    rw [div_div, ← pow_add, show 2 * (n + 1) + 1 = 2 * n + 1 + 2 by ring]
  -- raising the order by one divides the square root by `x`
  have hs : Real.sqrt (Real.pi / x ^ (2 * (n + 1) + 1)) * x
      = Real.sqrt (Real.pi / x ^ (2 * n + 1)) := by
    rw [h1, Real.sqrt_div' _ (sq_nonneg x), Real.sqrt_sq hx.le]
    exact div_mul_cancel₀ _ hx.ne'
  unfold asymptote
  rw [Finset.prod_range_succ, pow_succ (2 : ℝ) (n + 1)]
  linear_combination
    ((∏ k ∈ Finset.range n, (2 * (k : ℝ) + 1)) * (2 * (n : ℝ) + 1) / 2 ^ (n + 1)) * hs

/-- For `x > 0` the relative error is one minus the ratio `F_n/A_n`. -/
theorem relError_eq {x : ℝ} (hx : 0 < x) (n : ℕ) :
    relError n x = 1 - boys n x / asymptote n x := by
  rw [relError, sub_div, div_self (asymptote_pos hx n).ne']

/-- For `x > 0`, going from order `n` to order `n + 1` raises the relative error by exactly
`exp(-x)/((2n+1) A_n)`. -/
theorem relError_succ {x : ℝ} (hx : 0 < x) (n : ℕ) :
    relError (n + 1) x
      = relError n x + Real.exp (-x) / ((2 * (n : ℝ) + 1) * asymptote n x) := by
  have hd : ∀ t : ℝ, HasDerivAt (fun t : ℝ => t ^ (2 * n + 1) * Real.exp (-x * t ^ 2))
      ((2 * (n : ℝ) + 1) * (t ^ (2 * n) * Real.exp (-x * t ^ 2))
        - 2 * x * (t ^ (2 * (n + 1)) * Real.exp (-x * t ^ 2))) t := by
    intro t
    have h0 : HasDerivAt (fun t : ℝ => t ^ 2) (2 * t) t := by
      simpa using hasDerivAt_pow 2 t
    have h1 : HasDerivAt (fun t : ℝ => t ^ (2 * n + 1)) ((2 * (n : ℝ) + 1) * t ^ (2 * n)) t := by
      simpa using hasDerivAt_pow (2 * n + 1) t
    have h2 : HasDerivAt (fun t : ℝ => Real.exp (-x * t ^ 2))
        (Real.exp (-x * t ^ 2) * (-x * (2 * t))) t := (h0.const_mul (-x)).exp
    exact (h1.fun_mul h2).congr_deriv (by ring)
  -- integration by parts: the upper limit leaves the boundary term `exp(-x)`
  have hF : (2 * (n : ℝ) + 1) * boys n x - 2 * x * boys (n + 1) x = Real.exp (-x) := by
    have hI := intervalIntegral.integral_eq_sub_of_hasDerivAt (a := 0) (b := 1)
      (fun t _ => hd t) (Continuous.intervalIntegrable (by fun_prop) _ _)
    rw [intervalIntegral.integral_sub, intervalIntegral.integral_const_mul,
      intervalIntegral.integral_const_mul] at hI
    · exact hI.trans (by simp)
    · exact Continuous.intervalIntegrable (by fun_prop) _ _
    · exact Continuous.intervalIntegrable (by fun_prop) _ _
  have hF' : 2 * x * boys (n + 1) x = (2 * (n : ℝ) + 1) * boys n x - Real.exp (-x) := by
    linarith
  have h2x : 2 * x ≠ 0 := by positivity
  have hc : 2 * (n : ℝ) + 1 ≠ 0 := by positivity
  -- divide the two recursions
  have hr : boys (n + 1) x / asymptote (n + 1) x = boys n x / asymptote n x
      - Real.exp (-x) / ((2 * (n : ℝ) + 1) * asymptote n x) := by
    rw [← mul_div_mul_left (boys (n + 1) x) (asymptote (n + 1) x) h2x, hF',
      asymptote_succ hx, sub_div, mul_div_mul_left _ _ hc]
  rw [relError_eq hx, relError_eq hx, hr]
  ring

/-- For each fixed `x > 0`, the relative error of the asymptotic Boys formula is strictly
increasing in the order `n`. -/
theorem relError_strictMono {x : ℝ} (hx : 0 < x) : StrictMono (fun n => relError n x) := by
  refine strictMono_nat_of_lt_succ fun n => ?_
  show relError n x < relError (n + 1) x
  have hA := asymptote_pos hx n
  have hp : 0 < Real.exp (-x) / ((2 * (n : ℝ) + 1) * asymptote n x) := by positivity
  rw [relError_succ hx]
  linarith

/-- For `x > 0` the relative error at order `n` is the error at order zero plus the sum of
`exp(-x)/((2k+1) A_k)` over all lower orders `k < n`. -/
theorem relError_eq_sum {x : ℝ} (hx : 0 < x) (n : ℕ) :
    relError n x = relError 0 x
      + ∑ k ∈ Finset.range n, Real.exp (-x) / ((2 * (k : ℝ) + 1) * asymptote k x) := by
  induction n with
  | zero => simp
  | succ n ih => rw [relError_succ hx, Finset.sum_range_succ, ih, add_assoc]

/-- For `x > 0` the relative error is below one at every order. -/
theorem relError_lt_one {x : ℝ} (hx : 0 < x) (n : ℕ) : relError n x < 1 := by
  have hF : 0 < boys n x := by
    refine intervalIntegral.intervalIntegral_pos_of_pos_on
      (Continuous.intervalIntegrable (by fun_prop) _ _) (fun t ht => ?_) one_pos
    have ht0 : 0 < t := ht.1
    positivity
  have hp := div_pos hF (asymptote_pos hx n)
  rw [relError_eq hx]
  linarith

/-- For each fixed `x > 0`, the relative error tends to one as the order `n` grows. -/
theorem relError_tendsto_one {x : ℝ} (hx : 0 < x) :
    Tendsto (fun n => relError n x) atTop (𝓝 1) := by
  have hb : BddAbove (Set.range fun n => relError n x) :=
    ⟨1, by rintro _ ⟨n, rfl⟩; exact (relError_lt_one hx n).le⟩
  -- a bounded increasing sequence converges, so its increments vanish
  have hL := tendsto_atTop_ciSup (relError_strictMono hx).monotone hb
  have hd := ((tendsto_add_atTop_iff_nat 1).2 hL).sub hL
  rw [sub_self] at hd
  have hlim := (hd.const_mul (2 * x / Real.exp (-x))).const_sub 1
  rw [mul_zero, sub_zero] at hlim
  -- the increments are proportional to `1/A_(n+1)`, which bounds `F_(n+1)/A_(n+1)`
  have hlow : ∀ n, 1 - 2 * x / Real.exp (-x) * (relError (n + 1) x - relError n x)
      ≤ relError (n + 1) x := by
    intro n
    have hA := asymptote_pos hx (n + 1)
    have hF : boys (n + 1) x ≤ 1 := by
      have h := intervalIntegral.integral_mono_on (μ := MeasureTheory.volume)
        (f := fun t : ℝ => t ^ (2 * (n + 1)) * Real.exp (-x * t ^ 2))
        (g := fun _ : ℝ => (1 : ℝ)) (zero_le_one' ℝ)
        (Continuous.intervalIntegrable (by fun_prop) _ _)
        (Continuous.intervalIntegrable (by fun_prop) _ _)
        (fun t ht => mul_le_one₀ (pow_le_one₀ ht.1 ht.2) (Real.exp_pos _).le
          (Real.exp_le_one_iff.2 (by nlinarith [mul_nonneg hx.le (sq_nonneg t)])))
      exact h.trans (by simp)
    have hs : relError (n + 1) x - relError n x
        = Real.exp (-x) / (2 * x * asymptote (n + 1) x) := by
      rw [relError_succ hx, asymptote_succ hx]
      ring
    have he : Real.exp (-x) ≠ 0 := (Real.exp_pos _).ne'
    have h1 : 2 * x / Real.exp (-x) * (Real.exp (-x) / (2 * x * asymptote (n + 1) x))
        = 1 / asymptote (n + 1) x := by
      field_simp
    have h2 := (div_le_div_iff_of_pos_right hA).2 hF
    rw [hs, h1, relError_eq hx]
    linarith
  exact (tendsto_add_atTop_iff_nat (f := fun n => relError n x) 1).1
    (tendsto_of_tendsto_of_tendsto_of_le_of_le hlim tendsto_const_nhds hlow
      (fun n => (relError_lt_one hx (n + 1)).le))

/-- For `x > 0` and any tolerance `ε < 1` there is a cutoff order `N` such that the relative
error is at most `ε` exactly for the orders `n < N`. -/
theorem exists_cutoff_order {x ε : ℝ} (hx : 0 < x) (hε : ε < 1) :
    ∃ N : ℕ, ∀ n, relError n x ≤ ε ↔ n < N := by
  classical
  have h : ∃ n, ε < relError n x :=
    ((relError_tendsto_one hx).eventually (lt_mem_nhds hε)).exists
  -- the cutoff is the first order at which the tolerance is exceeded
  refine ⟨Nat.find h, fun n => ⟨fun hn => ?_, fun hn => not_lt.1 (Nat.find_min h hn)⟩⟩
  by_contra hc
  have hm : relError (Nat.find h) x ≤ relError n x :=
    (relError_strictMono hx).monotone (not_lt.1 hc)
  have hspec := Nat.find_spec h
  linarith

end

end BoysAsymptoticError
```

```lean
#print axioms BoysAsymptoticError.relError_strictMono
#print axioms BoysAsymptoticError.relError_eq_sum
#print axioms BoysAsymptoticError.exists_cutoff_order
```

```
'BoysAsymptoticError.relError_strictMono' depends on axioms: [propext, Classical.choice, Quot.sound]
'BoysAsymptoticError.relError_eq_sum' depends on axioms: [propext, Classical.choice, Quot.sound]
'BoysAsymptoticError.exists_cutoff_order' depends on axioms: [propext, Classical.choice, Quot.sound]
```

## How the definitions and theorems read

`boys n x` is $F_n(x)$, an integral over the interval from 0 to 1. `asymptote n x` is $A_n(x)$, with the double factorial written as the product of $2k+1$ over $k < n$; the empty product supplies the value 1 at $n = 0$. `relError n x` is the quotient $r_n$, normalised by $A_n$ and not by $F_n$. The order is a natural number, the argument is real, and every theorem assumes `0 < x`.

`relError_strictMono` says that $m < n$ implies $r_m < r_n$. The exact increment is `relError_succ`, and its summed form is `relError_eq_sum`. `relError_lt_one` and `relError_tendsto_one` give the bound and the limit. In `exists_cutoff_order`, one `N` serves all orders `n` through the equivalence `relError n x ≤ ε ↔ n < N`.

The proofs take the same route as the derivation:

- `asymptote_pos` makes the divisions by $A_n$ legitimate, and `asymptote_succ` is the recursion for $A_n$. Its step `hs` isolates the factor $1/x$ from the square root.
- In `relError_succ`, `hd` is the derivative of $t^{2n+1}e^{-xt^2}$, and `hF` integrates it by the fundamental theorem of calculus. The step `hr` divides the two recursions, and `relError_eq` turns the ratio $F_n/A_n$ into $r_n$.
- `relError_strictMono` needs only the comparison of neighbouring orders, and `relError_eq_sum` is an induction on $n$.
- `relError_lt_one` uses positivity of the integrand on the open interval, since for $n \ge 1$ it vanishes at $t = 0$.
- In `relError_tendsto_one`, `hL` is the convergence of the bounded increasing sequence, `hd` says that its increments vanish, and `hlow` is the lower bound for the squeeze.
- `exists_cutoff_order` takes `Nat.find h`, the first order at which the tolerance is exceeded.

## Guarantees for real numbers, not for floating-point code

The theorems concern exact real values of $F_n$ and $A_n$. They say nothing about rounding, about overflow of the double factorial, or about the accuracy of a library's square root.

The ordering is in $n$ at fixed $x$. How $r_n$ varies with $x$ is a separate question, and so is the smallest $x$ at which a given order becomes safe. The cutoff theorem gives existence of $N$ without a closed formula for it; a code would find it by evaluating $r_n$, for instance through the sum over increments.

An upward recursion that starts from $A_0$ but keeps the term $e^{-x}$ produces values other than $A_n$ for $n \ge 1$, so these results don't describe its error.

The theorems treat $r_n$ as a signed quantity; its positivity and the error-function expressions at orders zero and one rest on standard integrals that the file does not contain.
